# Two spinless fermions lie below two hard-core bosons on a triangle with positive hopping matrix elements

## Wave functions, exchange sign and the sign of t

Two identical particles without spin occupy two of the sites 0, 1, 2 of a triangle. A wave function is a complex function $\psi(x,y)$, where $x$ is the site of the first particle and $y$ that of the second. The exchange sign $s$ is $+1$ for hard-core bosons and $-1$ for fermions, and an admissible function satisfies

$$\psi(x,x)=0,\qquad \psi(y,x)=s\,\psi(x,y).$$

Either particle may hop to the empty site with real amplitude $t$. If $x\neq y$ and $z$ is the third site,

$$(H\psi)(x,y)=t\,[\psi(z,y)+\psi(x,z)],\qquad (H\psi)(x,x)=0.$$

Between ordered pairs $(x,y)$ the nonzero matrix elements are $+t$. A code that writes the hopping term as $-t'\sum c_i^\dagger c_j$ has $t=-t'$.

## Lowest energies in the two sectors

For either exchange sign the energies are exactly $2st$ and $-st$. The lowest ones are therefore:

| | fermions | hard-core bosons |
|---|---|---|
| $t>0$ | $-2t$ | $-t$ |
| $t<0$ | $t$ | $2t$ |

At $t=1$ the fermions reach $-2$ and the bosons only $-1$.

## Bosonic lower bounds and the fermion sign in a code

The ground-state energy of hard-core bosons is not always a lower bound for that of fermions with the same hopping amplitudes: this three-site model violates the bound when $t>0$. A simulation that uses such a bound should therefore justify it for its own model.

The model also tests sign handling in exact diagonalisation. On the site pairs (0,1), (0,2), (1,2) the Hamiltonian is

$$t\begin{pmatrix}0&1&s\\1&0&1\\s&1&0\end{pmatrix}.$$

A fermion code that loses the sign in the corner entries returns the boson spectrum.

## Two eigenvalues from one linear combination

Put $a=\psi(0,1)$, $b=\psi(0,2)$, $c=\psi(1,2)$. The exchange rule fixes all other amplitudes, and $H\psi=E\psi$ becomes

$$Ea=t(b+sc),\qquad Eb=t(a+c),\qquad Ec=t(b+sa).$$

Let $S=b+sa+sc$. Since $s^2=1$,

$$ES=t(a+c)+st(b+sc)+st(b+sa)=2st\,b+2t(a+c)=2st\,S,$$

so $(E-2st)S=0$. The same three equations can also be written as

$$(E+st)a=tS,\qquad (E+st)b=stS,\qquad (E+st)c=tS.$$

If $E\neq 2st$, then $S=0$, and $E+st$ annihilates all three amplitudes. A nonzero $\psi$ then requires $E=-st$.

Both values occur. For $(a,b,c)=(1,s,1)$ the equations hold with $E=2st$, and for $(1,-s,0)$ they hold with $E=-st$. Normalised over ordered pairs $(x,y)$, these functions carry the factors $1/\sqrt6$ and $1/2$. Inserting $s=\pm1$ and comparing the two values for each sign of $t$ gives the table.

## The Lean code

```lean
import Mathlib

open Finset

namespace FrustratedTriangle

noncomputable section

/-- The hopping Hamiltonian of two particles on three sites: either particle moves, with
amplitude `t`, to a site that is not occupied; doubly occupied configurations are removed. -/
def hop (t : ℝ) (ψ : Fin 3 → Fin 3 → ℂ) : Fin 3 → Fin 3 → ℂ := fun x y =>
  if x = y then 0 else
    (t : ℂ) * ((∑ z, if z ≠ x ∧ z ≠ y then ψ z y else 0) +
      ∑ z, if z ≠ x ∧ z ≠ y then ψ x z else 0)

/-- A two-particle wave function without double occupancy that is multiplied by `s` when the
particles are exchanged: `s = 1` for hard-core bosons, `s = -1` for fermions. -/
def HasExchange (s : ℝ) (ψ : Fin 3 → Fin 3 → ℂ) : Prop :=
  (∀ x, ψ x x = 0) ∧ ∀ x y, ψ y x = (s : ℂ) * ψ x y

/-- The energies of the hopping Hamiltonian on wave functions with exchange sign `s`. -/
def energies (s t : ℝ) : Set ℝ :=
  {E | ∃ ψ : Fin 3 → Fin 3 → ℂ, ψ ≠ 0 ∧ HasExchange s ψ ∧
    ∀ x y, hop t ψ x y = (E : ℂ) * ψ x y}

/-- The wave function with exchange sign `s` and amplitudes `a`, `b`, `c` on the site pairs
(0,1), (0,2), (1,2). -/
def pairState (s : ℝ) (a b c : ℂ) : Fin 3 → Fin 3 → ℂ :=
  ![![0, a, b], ![(s : ℂ) * a, 0, c], ![(s : ℂ) * b, (s : ℂ) * c, 0]]

/-- With the particles on `x` and `y` and the third site `z` empty, the Hamiltonian has two
terms: one for each particle hopping between its site and `z`. -/
theorem hop_apply (t : ℝ) (ψ : Fin 3 → Fin 3 → ℂ) (x y z : Fin 3)
    (hxy : x ≠ y) (hzx : z ≠ x) (hzy : z ≠ y) :
    hop t ψ x y = (t : ℂ) * (ψ z y + ψ x z) := by
  fin_cases x <;> fin_cases y <;> fin_cases z <;>
    simp_all [hop, Fin.sum_univ_three]

/-- The hopping Hamiltonian is Hermitian. -/
theorem hop_hermitian (t : ℝ) (φ ψ : Fin 3 → Fin 3 → ℂ) :
    ∑ x, ∑ y, starRingEnd ℂ (φ x y) * hop t ψ x y =
      ∑ x, ∑ y, starRingEnd ℂ (hop t φ x y) * ψ x y := by
  simp [hop, Fin.sum_univ_three]
  ring

/-- Hopping preserves the exchange symmetry and the absence of double occupancy. -/
theorem hop_hasExchange (s t : ℝ) (ψ : Fin 3 → Fin 3 → ℂ) (h : HasExchange s ψ) :
    HasExchange s (hop t ψ) := by
  refine ⟨fun x => by simp [hop], fun x y => ?_⟩
  by_cases hxy : x = y
  · subst hxy
    simp [hop]
  · have third : ∀ x y : Fin 3, ∃ z, z ≠ x ∧ z ≠ y := by decide
    obtain ⟨z, hzx, hzy⟩ := third x y
    rw [hop_apply t ψ y x z (Ne.symm hxy) hzy hzx, hop_apply t ψ x y z hxy hzx hzy]
    linear_combination (t : ℂ) * h.2 x z + (t : ℂ) * h.2 z y

/-- For exchange sign `s = ±1` the energies are exactly `2 s t` and `-s t`. -/
theorem energies_eq (s t : ℝ) (hs : s = 1 ∨ s = -1) :
    energies s t = {2 * s * t, -s * t} := by
  ext E
  simp only [Set.mem_insert_iff, Set.mem_singleton_iff]
  constructor
  · rintro ⟨ψ, hψ, ⟨hd, hex⟩, h⟩
    have hs2 : (s : ℂ) ^ 2 = 1 := by
      rcases hs with rfl | rfl <;> norm_num
    -- the three independent eigenvalue equations
    have h01 := h 0 1
    have h02 := h 0 2
    have h12 := h 1 2
    rw [hop_apply t ψ 0 1 2 (by decide) (by decide) (by decide), hex 1 2] at h01
    rw [hop_apply t ψ 0 2 1 (by decide) (by decide) (by decide)] at h02
    rw [hop_apply t ψ 1 2 0 (by decide) (by decide) (by decide), hex 0 1] at h12
    by_cases h1 : E = -s * t
    · exact Or.inr h1
    left
    by_contra h2
    have k1 : (E : ℂ) + s * t ≠ 0 := by
      intro k
      have k' : E + s * t = 0 := by exact_mod_cast k
      exact h1 (by linarith)
    have k2 : (E : ℂ) - 2 * s * t ≠ 0 := by
      intro k
      have k' : E - 2 * s * t = 0 := by exact_mod_cast k
      exact h2 (by linarith)
    -- this combination is multiplied by `E - 2 s t` to give zero, so it vanishes
    have hS : ψ 0 2 + s * ψ 0 1 + s * ψ 1 2 = 0 := by
      refine (mul_eq_zero.mp ?_).resolve_left k2
      linear_combination -h02 - (s : ℂ) * h01 - (s : ℂ) * h12
        - (t : ℂ) * (ψ 0 1 + ψ 1 2) * hs2
    -- without it, every amplitude carries the energy -s t
    have a0 : ψ 0 1 = 0 := by
      refine (mul_eq_zero.mp ?_).resolve_left k1
      linear_combination -h01 + (t : ℂ) * hS
    have c0 : ψ 1 2 = 0 := by
      refine (mul_eq_zero.mp ?_).resolve_left k1
      linear_combination -h12 + (t : ℂ) * hS
    have b0 : ψ 0 2 = 0 := by
      refine (mul_eq_zero.mp ?_).resolve_left k1
      linear_combination -h02 + (t : ℂ) * s * hS - (t : ℂ) * (ψ 0 1 + ψ 1 2) * hs2
    have a1 : ψ 1 0 = 0 := by rw [hex 0 1, a0, mul_zero]
    have b1 : ψ 2 0 = 0 := by rw [hex 0 2, b0, mul_zero]
    have c1 : ψ 2 1 = 0 := by rw [hex 1 2, c0, mul_zero]
    apply hψ
    funext x y
    fin_cases x <;> fin_cases y <;> simp [hd, a0, b0, c0, a1, b1, c1]
  · -- explicit eigenfunctions for both values
    have hadm : ∀ a b c : ℂ, HasExchange s (pairState s a b c) := by
      intro a b c
      constructor
      · intro x
        fin_cases x <;> simp [pairState]
      · intro x y
        rcases hs with rfl | rfl <;> fin_cases x <;> fin_cases y <;> simp [pairState]
    have hne : ∀ b c : ℂ, pairState s 1 b c ≠ 0 := by
      intro b c h
      have h' := congrFun (congrFun h 0) 1
      simp [pairState] at h'
    rintro (rfl | rfl)
    · refine ⟨pairState s 1 s 1, hne _ _, hadm _ _ _, fun x y => ?_⟩
      rcases hs with rfl | rfl <;> fin_cases x <;> fin_cases y <;>
        simp [hop, pairState, Fin.sum_univ_three] <;> ring
    · refine ⟨pairState s 1 (-s) 0, hne _ _, hadm _ _ _, fun x y => ?_⟩
      rcases hs with rfl | rfl <;> fin_cases x <;> fin_cases y <;>
        simp [hop, pairState, Fin.sum_univ_three]

/-- For positive hopping amplitude `t` the lowest fermion energy is `-2t`, the lowest
hard-core boson energy is `-t`, and the fermions lie lower. -/
theorem fermions_below_bosons (t : ℝ) (ht : 0 < t) :
    IsLeast (energies (-1) t) (-2 * t) ∧ IsLeast (energies 1 t) (-t) ∧ -2 * t < -t := by
  rw [energies_eq (-1) t (Or.inr rfl), energies_eq 1 t (Or.inl rfl)]
  simp only [IsLeast, lowerBounds, Set.mem_ofPred_eq, Set.mem_insert_iff,
    Set.mem_singleton_iff]
  refine ⟨⟨Or.inl (by ring), ?_⟩, ⟨Or.inr (by ring), ?_⟩, by linarith⟩
  · rintro E (h | h) <;> linarith
  · rintro E (h | h) <;> linarith

/-- For negative hopping amplitude `t` the lowest hard-core boson energy is `2t`, the lowest
fermion energy is `t`, and the bosons lie lower. -/
theorem bosons_below_fermions (t : ℝ) (ht : t < 0) :
    IsLeast (energies 1 t) (2 * t) ∧ IsLeast (energies (-1) t) t ∧ 2 * t < t := by
  rw [energies_eq (-1) t (Or.inr rfl), energies_eq 1 t (Or.inl rfl)]
  simp only [IsLeast, lowerBounds, Set.mem_ofPred_eq, Set.mem_insert_iff,
    Set.mem_singleton_iff]
  refine ⟨⟨Or.inl (by ring), ?_⟩, ⟨Or.inr (by ring), ?_⟩, by linarith⟩
  · rintro E (h | h) <;> linarith
  · rintro E (h | h) <;> linarith

/-- At hopping amplitude `+1` the lowest energy is `-2` on antisymmetric wave functions and
`-1` on symmetric ones without double occupancy. -/
theorem unit_amplitude :
    IsLeast (energies (-1) 1) (-2) ∧ IsLeast (energies 1 1) (-1) := by
  obtain ⟨hf, hb, _⟩ := fermions_below_bosons 1 one_pos
  rw [mul_one] at hf
  exact ⟨hf, hb⟩

end

end FrustratedTriangle
```

```lean
#print axioms FrustratedTriangle.hop_hasExchange
#print axioms FrustratedTriangle.fermions_below_bosons
#print axioms FrustratedTriangle.bosons_below_fermions
#print axioms FrustratedTriangle.unit_amplitude
```

```
'FrustratedTriangle.hop_hasExchange' depends on axioms: [propext, Classical.choice, Quot.sound]
'FrustratedTriangle.fermions_below_bosons' depends on axioms: [propext, Classical.choice, Quot.sound]
'FrustratedTriangle.bosons_below_fermions' depends on axioms: [propext, Classical.choice, Quot.sound]
'FrustratedTriangle.unit_amplitude' depends on axioms: [propext, Classical.choice, Quot.sound]
```

## How the definitions and theorems read

`hop t ψ` is $H\psi$, written as a sum over unoccupied target sites. `HasExchange s ψ` collects the two admissibility conditions. `energies s t` is the set of real $E$ that have a nonzero admissible eigenfunction. `IsLeast A m` says that $m$ belongs to $A$ and that no element of $A$ is smaller.

`fermions_below_bosons` gives the first row of the table for every $t>0$, together with the strict inequality. `bosons_below_fermions` gives the second row for every $t<0$, and `unit_amplitude` is the case $t=1$.

Two theorems justify speaking of energies in a sector, although the final results do not use them. `hop_hermitian` shows that $H$ is Hermitian, so restricting $E$ to real numbers loses no eigenvalue. `hop_hasExchange` shows that $H$ maps admissible functions to admissible functions.

## How the proof follows the algebra

`hop_apply` reduces the sums to the two-term formula by checking all assignments of sites. In `energies_eq`, the hypotheses `h01`, `h02` and `h12` are the three eigenvalue equations, and `hs2` is $s^2=1$.

The proof supposes that $E$ is neither of the two values, so that $E-2st$ and $E+st$ are both nonzero. The step `hS` derives $S=0$ from the first factor; `a0`, `b0` and `c0` then remove the amplitudes with the second. In each case `linear_combination` supplies the multiples of the equations used above, and `mul_eq_zero` allows the nonzero factor to be cancelled. The result $\psi=0$ contradicts the assumption on $\psi$.

For the converse, `pairState` builds the two explicit eigenfunctions, which are checked entry by entry. The ordering theorems then compare the elements of two-element sets.

## Scope, and what the hard-core condition does

The theorems cover two particles without spin on three sites, with one real amplitude on all bonds and no interaction other than the exclusion. They say nothing about larger lattices or other fillings. `energies` is a set and does not record degeneracy: the value $-st$ belongs to the whole two-dimensional space $S=0$, so for $t>0$ the boson ground state is doubly degenerate.

The ban on double occupancy stands for an infinitely strong on-site repulsion. It costs fermions nothing, because antisymmetry already gives $\psi(x,x)=0$, but it raises the boson energy. Suppose that it is lifted, both in the wave functions and in the Hamiltonian, so that each particle hops independently. The one-particle function $\varphi=(1,-1,0)$ has energy $-t$, and the symmetric product $\varphi(x)\varphi(y)$ has energy $-2t$. For $t>0$ the bosons then reach the fermion value, and the strict ordering fails.
